# Herring's sum is ±|G| when an antiunitary symmetry maps an irreducible representation to an equivalent one

After an electronic-structure calculation has labelled a level by an irreducible representation of the unitary symmetry operations, one must still decide whether the antiunitary operations, such as time reversal, double its degeneracy. In practice one squares each antiunitary operation, looks up the character of the result, and adds. For a finite group $G$ of unitary operations and an irreducible representation that is equivalent to its antiunitary partner, the sum is $|G|$ or $-|G|$. The plus sign means no extra degeneracy and the minus sign means doubling.

Let $M$ be the full symmetry group, with $G$ as a subgroup of index 2, and let $a$ be an antiunitary operation. The antiunitary operations are then the products $ga$ with $g\in G$. Let $D$ be an irreducible unitary representation of $G$, of dimension $d$ and with character $\chi$. Let $K$ denote complex conjugation and $N$ a unitary matrix. The operator $A=NK$ acts on the space of $D$ as $a$ should if

$$D(aga^{-1})=N\,\overline{D(g)}\,N^{-1},\qquad N\overline N=e\,D(a^2)$$

with $e=1$. If $e=-1$, $A^2$ has the wrong sign, and a second copy of the space is needed. The first condition says that $D$ is equivalent to its antiunitary partner, the representation $g\mapsto\overline{D(a^{-1}ga)}$.

```lean
import Mathlib

open Matrix

namespace HerringTest

noncomputable section

variable {H M n : Type*} [Group H] [Group M] {G : Subgroup M} [Fintype n] [DecidableEq n]
```

## Representations, squares and conjugates

Complex conjugation acts on matrices entry by entry. In Lean it is `cc`, a ring homomorphism, so it respects products.

```lean
/-- Entrywise complex conjugation of a square matrix. -/
def cc : Matrix n n ℂ →+* Matrix n n ℂ := (starRingEnd ℂ).mapMatrix
```

A representation is a multiplicative map `D` into complex matrices whose rows and columns are labelled by a finite type `n`, so $d$ is the number of elements of `n`. Irreducibility means that $d\neq0$ and that the only invariant subspaces are zero and the whole space.

```lean
/-- A unitary matrix representation of non-zero dimension whose only invariant subspaces are zero
and the whole space. -/
structure IsUnitaryIrrep (D : H →* Matrix n n ℂ) : Prop where
  nonempty : Nonempty n
  unitary : ∀ g, D g * (D g)ᴴ = 1
  irreducible : ∀ W : Submodule ℂ (n → ℂ),
    (∀ g, ∀ v ∈ W, D g *ᵥ v ∈ W) → W = ⊥ ∨ W = ⊤
```

The main tool is the sum $T(X)=\sum_g D(g)XD(g)^\dagger$. It is called `twirl` in the code, a name often used for the average; here there is no division by $|G|$. The symbol `ᴴ` is the dagger.

```lean
/-- The group sum of `D(g) X D(g)†`. -/
def twirl [Fintype H] (D : H →* Matrix n n ℂ) (X : Matrix n n ℂ) : Matrix n n ℂ :=
  ∑ g, D g * X * (D g)ᴴ
```

The character is defined only on $G$, so $(ga)^2$ must lie there. It does, because the square of any element of $M$ belongs to a subgroup of index 2.

```lean
/-- The square of any element of `M`, as an element of the subgroup `G` of index 2. -/
def square (hG : G.index = 2) (x : M) : G := ⟨x ^ 2, Subgroup.sq_mem_of_index_two hG x⟩
```

Such a subgroup is also normal, so $aga^{-1}$ lies in $G$.

```lean
/-- The map `g ↦ a g a⁻¹` of the subgroup `G` of index 2 into itself. -/
def conjBy (hG : G.index = 2) (a : M) (g : G) : G :=
  ⟨a * g * a⁻¹, (Subgroup.normal_of_index_eq_two hG).conj_mem g g.2 a⟩
```

Herring's sum is therefore well defined:

$$S=\sum_{g\in G}\chi\big((ga)^2\big).$$

```lean
/-- Herring's sum of the character of `D` over the squares `(g a)²`, with `g` in `G`. -/
def herringSum [Fintype G] (hG : G.index = 2) (D : G →* Matrix n n ℂ) (a : M) : ℂ :=
  ∑ g : G, (D (square hG (g * a))).trace
```

## Schur's lemma from an eigenspace

Suppose $X$ commutes with every $D(g)$. Over the complex numbers $X$ has an eigenvalue $c$. If $Xw=cw$, then $XD(g)w=D(g)Xw=cD(g)w$, so the eigenspace is invariant. It contains a non-zero eigenvector, so it is the whole space, and $X=c\,1$. In the code, `hD.irreducible` is applied to this eigenspace, and the eigenvector `v` excludes the zero subspace.

```lean
/-- Schur's lemma: a matrix that commutes with an irreducible unitary representation is a
multiple of the identity. -/
theorem schur {D : H →* Matrix n n ℂ} (hD : IsUnitaryIrrep D) (X : Matrix n n ℂ)
    (hX : ∀ g, D g * X = X * D g) : ∃ c : ℂ, X = c • (1 : Matrix n n ℂ) := by
  have := hD.nonempty
  obtain ⟨c, hc⟩ := Module.End.exists_eigenvalue (Matrix.toLin' X)
  obtain ⟨v, hv⟩ := hc.exists_hasEigenvector
  refine ⟨c, ?_⟩
  -- the eigenspace is invariant, hence everything
  rcases hD.irreducible (Module.End.eigenspace (Matrix.toLin' X) c) (by
    intro g w hw
    rw [Module.End.mem_eigenspace_iff, Matrix.toLin'_apply] at hw ⊢
    rw [Matrix.mulVec_mulVec, ← hX, ← Matrix.mulVec_mulVec, hw, Matrix.mulVec_smul])
    with h | h
  · have h0 : v ∈ Module.End.eigenspace (Matrix.toLin' X) c := hv.1
    rw [h] at h0
    exact absurd ((Submodule.mem_bot ℂ).mp h0) hv.2
  · apply Matrix.toLin'.injective
    refine LinearMap.ext fun w => ?_
    have hw : w ∈ Module.End.eigenspace (Matrix.toLin' X) c := by rw [h]; trivial
    rw [Module.End.mem_eigenspace_iff] at hw
    rw [hw, map_smul, Matrix.toLin'_one, LinearMap.smul_apply, LinearMap.id_apply]
```

## The orthogonality relation

For any $h\in G$, relabelling the sum by $g\mapsto hg$ gives

$$D(h)T(X)D(h)^\dagger=\sum_g D(hg)XD(hg)^\dagger=T(X).$$

Multiplying on the right by $D(h)$ shows that $T(X)$ commutes with $D(h)$, so $T(X)=c\,1$ by Schur's lemma. Each term of the sum has trace $\operatorname{tr}X$, hence $cd=|G|\operatorname{tr}X$ and

$$T(X)=\frac{|G|\operatorname{tr}X}{d}\,1.$$

The relabelling is `key`, and the trace of a single term is `hg`. The relation holds for any finite group, which is called `H` in the Lean statements of this section.

```lean
/-- Orthogonality relation: for an irreducible unitary `D` of dimension `d`, the group sum of
`D(g) X D(g)†` over the finite group `H` is `|H| tr X / d` times the identity. -/
theorem twirl_eq [Fintype H] {D : H →* Matrix n n ℂ} (hD : IsUnitaryIrrep D)
    (X : Matrix n n ℂ) :
    twirl D X = ((Fintype.card H : ℂ) * X.trace / Fintype.card n) • (1 : Matrix n n ℂ) := by
  have := hD.nonempty
  have hn : (Fintype.card n : ℂ) ≠ 0 := Nat.cast_ne_zero.mpr Fintype.card_ne_zero
  have hU : ∀ g, (D g)ᴴ * D g = 1 := fun g => mul_eq_one_comm.mp (hD.unitary g)
  -- relabelling the sum by `g ↦ h g`
  have key : ∀ h, D h * twirl D X * (D h)ᴴ = twirl D X := by
    intro h
    simp only [twirl, Finset.mul_sum, Finset.sum_mul]
    refine Fintype.sum_equiv (Equiv.mulLeft h) _ _ fun g => ?_
    simp only [Equiv.coe_mulLeft, map_mul, Matrix.conjTranspose_mul, mul_assoc]
  obtain ⟨c, hc⟩ := schur hD (twirl D X) fun h => by
    calc D h * twirl D X = D h * twirl D X * ((D h)ᴴ * D h) := by rw [hU, mul_one]
      _ = (D h * twirl D X * (D h)ᴴ) * D h := by simp only [mul_assoc]
      _ = twirl D X * D h := by rw [key]
  -- the trace fixes the scalar
  have hg : ∀ g, (D g * X * (D g)ᴴ).trace = X.trace := by
    intro g
    rw [Matrix.trace_mul_comm, ← mul_assoc, hU, one_mul]
  have ht : (twirl D X).trace = Fintype.card H * X.trace := by
    rw [twirl, Matrix.trace_sum]
    simp [hg]
  rw [hc, Matrix.trace_smul, Matrix.trace_one, smul_eq_mul] at ht
  rw [hc, ← ht, mul_div_cancel_right₀ _ hn]
```

Take for $X$ the matrix unit with a single 1 in row $j$ and column $l$. The entry $(i,k)$ of the relation reads

$$\sum_g D(g)_{ij}\,\overline{D(g)_{kl}}=\frac{|G|}{d}\,\delta_{ik}\delta_{jl}.$$

For any matrix $Y$ it follows that

$$\Big(\sum_g D(g)Y\overline{D(g)}\Big)_{il}=\sum_{k,j}Y_{jk}\sum_gD(g)_{ij}\overline{D(g)_{kl}}=\frac{|G|}{d}\,Y_{li},$$

which is $|G|/d$ times the transpose of $Y$. The expansion in matrix units is `hentry`; the remaining lines evaluate the Kronecker deltas.

```lean
/-- For an irreducible unitary `D` of dimension `d`, the group sum of `D(g) Y conj(D(g))` is `|H|/d`
times the transpose of `Y`, where `H` is the finite group. -/
theorem sum_conj [Fintype H] {D : H →* Matrix n n ℂ} (hD : IsUnitaryIrrep D)
    (Y : Matrix n n ℂ) :
    ∑ g, D g * Y * cc (D g) = ((Fintype.card H : ℂ) / Fintype.card n) • Yᵀ := by
  ext i l
  have ht : ∀ j, (Matrix.single j l (1 : ℂ)).trace = if l = j then 1 else 0 := by
    intro j
    simp [Matrix.trace, Matrix.single_apply, ite_and]
  have key : ∀ (A C : Matrix n n ℂ) (j k : n),
      (A * Matrix.single j l (1 : ℂ) * C : Matrix n n ℂ) i k = A i j * C l k := by
    intro A C j k
    simp [Matrix.mul_apply, Matrix.single_apply, ite_and]
  -- expand `Y` in matrix units
  have hentry : (∑ g, D g * Y * cc (D g)) i l =
      ∑ k, ∑ j, Y j k * twirl D (Matrix.single j l 1) i k := by
    simp only [twirl, Matrix.sum_apply, key]
    simp only [Matrix.mul_apply, Finset.sum_mul, Finset.mul_sum]
    refine Finset.sum_comm.trans (Finset.sum_congr rfl fun k _ => ?_)
    refine Finset.sum_comm.trans (Finset.sum_congr rfl fun j _ => ?_)
    refine Finset.sum_congr rfl fun g _ => ?_
    change D g i j * Y j k * star (D g k l) = Y j k * (D g i j * star (D g k l))
    ring
  rw [hentry]
  simp only [twirl_eq hD, ht, Matrix.smul_apply, Matrix.one_apply, smul_eq_mul,
    Matrix.transpose_apply, mul_ite, mul_one, mul_zero, ite_div, zero_div]
  simp [mul_comm]
```

## From squares to a matrix product

Inserting $a^{-1}a$ gives

$$(ga)^2=g\,a\,g\,a=g\,(aga^{-1})\,a^2.$$

All three factors lie in $G$, so $D$ can be applied to each:

$$S=\operatorname{tr}\Big[\Big(\sum_gD(g)D(aga^{-1})\Big)D(a^2)\Big].$$

The group identity is `hs`.

```lean
/-- Since `(g a)² = g (a g a⁻¹) a²`, Herring's sum is the trace of
`(∑ D(g) D(a g a⁻¹)) D(a²)`. -/
theorem herringSum_eq [Fintype G] (hG : G.index = 2) (D : G →* Matrix n n ℂ) (a : M) :
    herringSum hG D a = ((∑ g, D g * D (conjBy hG a g)) * D (square hG a)).trace := by
  have hs : ∀ g : G, square hG (g * a) = g * conjBy hG a g * square hG a := by
    intro g
    apply Subtype.ext
    simp [square, conjBy, pow_two, mul_assoc]
  simp only [herringSum, hs, map_mul, Finset.sum_mul, Matrix.trace_sum]
```

## The value of the sum

Since $e^2=1$, the second condition on $N$ can be written $D(a^2)=e\,N\overline N$. Substituting both conditions, cancelling $N^{-1}N$ and using the transpose formula with $Y=N$ gives

$$\sum_gD(g)\,N\overline{D(g)}N^{-1}\;e\,N\overline N
=e\,\frac{|G|}{d}\,N^{T}\overline N.$$

Unitarity gives $N^T\overline N=(N^\dagger N)^T=1$, whose trace is $d$. Therefore $S=e|G|$. In the proof, `ha` is the rewritten condition, `hsum` the displayed equation and `hT` the transpose identity.

The theorem `herring_test` says: if $G$ is finite and of index 2 in $M$, `D` is an irreducible unitary representation of $G$, $a$ is an element of $M$, and a unitary `N` satisfies the two conditions (`hrel` and `hsq`) with $e=\pm1$, then the sum equals $e|G|$. The existence of `N` is assumed. When $D$ and its partner are inequivalent, the textbook value is zero, a case that needs a separate argument. The value of $e$ is assumed too, although Schur's lemma, applied by hand, leaves only these two signs.

Nothing requires $a$ to lie outside $G$. With $a=1$ the statement concerns $\sum_g\chi(g^2)$, the sum behind the Frobenius–Schur indicator.

```lean
/-- Herring's test: let `D` be an irreducible unitary representation of a finite `G` of index 2
in `M`, with `D(a g a⁻¹) = N conj(D(g)) N⁻¹`, `N` unitary and `N conj(N) = e D(a²)`, `e = ±1`.
Then the sum of `χ((g a)²)` over `G` is `e |G|`. -/
theorem herring_test [Fintype G] (hG : G.index = 2) {D : G →* Matrix n n ℂ}
    (hD : IsUnitaryIrrep D) (a : M) {N : Matrix n n ℂ} (hN : N ∈ Matrix.unitaryGroup n ℂ)
    (hrel : ∀ g, D (conjBy hG a g) = N * cc (D g) * N⁻¹)
    {e : ℂ} (he : e = 1 ∨ e = -1) (hsq : N * cc N = e • D (square hG a)) :
    herringSum hG D a = e * Fintype.card G := by
  have := hD.nonempty
  have hn : (Fintype.card n : ℂ) ≠ 0 := Nat.cast_ne_zero.mpr Fintype.card_ne_zero
  have hNN : Nᴴ * N = 1 := Matrix.mem_unitaryGroup_iff'.mp hN
  have hinv : N⁻¹ * N = 1 := by rw [Matrix.inv_eq_left_inv hNN]; exact hNN
  have ha : D (square hG a) = e • (N * cc N) := by
    rw [hsq, smul_smul]
    rcases he with rfl | rfl <;> simp
  -- the inner `N⁻¹ N` cancels and the orthogonality relation applies
  have hsum : (∑ g, D g * D (conjBy hG a g)) * D (square hG a) =
      e • (((Fintype.card G : ℂ) / Fintype.card n) • (Nᵀ * cc N)) := by
    rw [← smul_mul_assoc, ← sum_conj hD N, ha, mul_smul_comm, Finset.sum_mul, Finset.sum_mul]
    congr 1
    refine Finset.sum_congr rfl fun g _ => ?_
    rw [hrel g]
    calc D g * (N * cc (D g) * N⁻¹) * (N * cc N)
        = D g * N * cc (D g) * (N⁻¹ * N) * cc N := by simp only [mul_assoc]
      _ = D g * N * cc (D g) * cc N := by rw [hinv, mul_one]
  have hT : Nᵀ * cc N = (Nᴴ * N)ᵀ := by rw [Matrix.transpose_mul]; rfl
  rw [herringSum_eq, hsum, hT, hNN, Matrix.transpose_one, Matrix.trace_smul,
    Matrix.trace_smul, Matrix.trace_one, smul_eq_mul, smul_eq_mul, div_mul_cancel₀ _ hn]
```

In Lean, $M$ is an abstract group, and antiunitarity enters only through the complex conjugate in `hrel` and `hsq`. The step to a real system is to identify the elements outside $G$ with antiunitary operators that commute with the Hamiltonian; the degeneracy then follows from the theory of corepresentations. For half-integer spin, $G$ is usually taken to be the double group, which contains the rotation by $2\pi$, so that `D` is a true representation. For a crystal, the translations must first be reduced to a finite group.

## Two small groups, one for each sign

The smallest case is $G=\{1\}$ and $M=\{1,a\}$ with $a^2=1$, which is time reversal without spin. Here $D=1$, $N$ is a phase and $N\overline N=1$, so $e=1$. The sum has the single term $\chi(a^2)=1=|G|$, and there is no doubling.

The minus sign occurs in the cyclic group of order 4, $M=\{1,a,a^2,a^3\}$, with $G=\{1,a^2\}$. For a half-integer spin, $a$ is time reversal and $a^2$ is the rotation by $2\pi$. The same group describes a spinless system in which $a$ is a fourfold rotation combined with time reversal and $a^2$ is the twofold rotation. Lean writes the group as `Multiplicative (ZMod 4)`, with generator `Multiplicative.ofAdd 1`, and defines $G$ as the set of elements whose square is 1.

```lean
/-- The elements of square one in the cyclic group of order 4. -/
def evenPart : Subgroup (Multiplicative (ZMod 4)) where
  carrier := {x | x * x = 1}
  one_mem' := by simp
  mul_mem' := by
    intro x y hx hy
    change x * y * (x * y) = 1
    rw [mul_mul_mul_comm, show x * x = 1 from hx, show y * y = 1 from hy, one_mul]
  inv_mem' := by
    intro x hx
    change x⁻¹ * x⁻¹ = 1
    rw [← mul_inv, show x * x = 1 from hx, inv_one]

instance : DecidablePred (· ∈ evenPart) := fun x => inferInstanceAs (Decidable (x * x = 1))
```

Take the one-dimensional representation with $D(1)=1$ and $D(a^2)=-1$, first as a sign and then as a $1\times1$ matrix.

```lean
/-- The sign on `evenPart`: 1 on the identity and -1 on the other element. -/
def sign : evenPart →* ℤˣ where
  toFun g := if g = 1 then 1 else -1
  map_one' := by simp
  map_mul' := by decide

/-- The one-dimensional matrix representation of `evenPart` given by the sign. -/
def signRep : evenPart →* Matrix (Fin 1) (Fin 1) ℂ where
  toFun g := (((sign g : ℤˣ) : ℤ) : Matrix (Fin 1) (Fin 1) ℂ)
  map_one' := by simp
  map_mul' x y := by simp
```

The subgroup has two of the four elements, so its index is 2.

```lean
/-- The elements of square one form a subgroup of index 2 in the cyclic group of order 4. -/
theorem evenPart_index : evenPart.index = 2 :=
  Subgroup.index_eq_two_iff.mpr ⟨Multiplicative.ofAdd 1, by decide⟩
```

With $N=1$ the first condition holds because $M$ is commutative and $D$ is real. The second reads $1=e\cdot(-1)$, so $e=-1$. The sum has two terms:

$$\chi(a^2)+\chi\big((a^3)^2\big)=\chi(a^2)+\chi(a^2)=-2=-|G|.$$

The level is doubled. In the spin reading this is Kramers degeneracy; in the spinless reading it is the pairing of $p_x$ and $p_y$ orbitals. The last theorem checks the conditions on `signRep` and $N$. Irreducibility holds because any non-zero vector of a one-dimensional space spans the whole of it.

```lean
/-- The sign representation, with `a` a generator of the cyclic group of order 4 and `N = 1`,
meets the hypotheses of Herring's test with `e = -1`. -/
theorem herring_test_witness :
    IsUnitaryIrrep signRep ∧ (1 : Matrix (Fin 1) (Fin 1) ℂ) ∈ Matrix.unitaryGroup (Fin 1) ℂ ∧
    (∀ g, signRep (conjBy evenPart_index (Multiplicative.ofAdd 1) g) =
      1 * cc (signRep g) * 1⁻¹) ∧
    (1 : Matrix (Fin 1) (Fin 1) ℂ) * cc 1 =
      (-1 : ℂ) • signRep (square evenPart_index (Multiplicative.ofAdd 1)) := by
  have hval : ∀ g, signRep g = (((sign g : ℤˣ) : ℤ) : Matrix (Fin 1) (Fin 1) ℂ) :=
    fun _ => rfl
  refine ⟨⟨inferInstance, fun g => ?_, fun W _ => ?_⟩, one_mem _, fun g => ?_, ?_⟩
  · rcases Int.units_eq_one_or (sign g) with h | h <;> simp [hval, h]
  · -- a non-zero vector spans the one-dimensional space
    by_cases hW : W = ⊥
    · exact Or.inl hW
    · right
      obtain ⟨v, hv, hv0⟩ := W.exists_mem_ne_zero_of_ne_bot hW
      have h0 : v 0 ≠ 0 := fun h => hv0 (by ext i; fin_cases i; exact h)
      refine (Submodule.eq_top_iff').mpr fun w => ?_
      have hw : w = (w 0 / v 0) • v := by
        ext i
        fin_cases i
        exact (div_mul_cancel₀ (w 0) h0).symm
      rw [hw]
      exact W.smul_mem _ hv
  · have hg : conjBy evenPart_index (Multiplicative.ofAdd 1) g = g := by
      apply Subtype.ext
      simp [conjBy]
    rw [hg, hval, map_intCast, inv_one, one_mul, mul_one]
  · have hs : sign (square evenPart_index (Multiplicative.ofAdd 1)) = -1 := by decide
    rw [hval, hs]
    simp

end

end HerringTest
```

```lean
#print axioms HerringTest.herring_test
-- 'HerringTest.herring_test' depends on axioms: [propext, Classical.choice, Quot.sound]
```
